# Planar elongation along (g, 1), with g the golden ratio, gives the vector (1, 0) squared length 2/√5 at strain −(log g)/2

In the planar elongation considered here, a strain t multiplies a vector's component along the unit vector in direction (g, 1) by exp t, and its component along the perpendicular unit vector by exp(−t), where g is the golden ratio. The theorem `bound_attained` states that at t = −(log g)/2 the lattice vector (1, 0) is carried to a vector of squared length exactly 2/√5. The proof writes this squared length as the sum of the squares of the two scaled components, using `stretch_sq_length`. It then aims to replace the squared exponentials by g⁻¹ and g, clear the denominator √5, and finish by algebra.

This version doesn't compile in Lean 4 with Mathlib:

```lean
import Mathlib

open Matrix

namespace KraynikReineltCell

noncomputable section

/-- The golden ratio. -/
def gold : ℝ := (1 + √5) / 2

/-- The number `1/√(1 + g²)`, where `g` is the golden ratio. -/
def frameScale : ℝ := 1 / √(1 + gold ^ 2)

/-- The integer matrix with rows (2,1) and (1,1). -/
def cellMap : Matrix (Fin 2) (Fin 2) ℝ := !![2, 1; 1, 1]

/-- The vector `(g, 1)` multiplied by `frameScale`, where `g` is the golden ratio. -/
def ePlus : Fin 2 → ℝ := ![frameScale * gold, frameScale]

/-- The vector `(-1, g)` multiplied by `frameScale`, where `g` is the golden ratio. -/
def eMinus : Fin 2 → ℝ := ![-frameScale, frameScale * gold]

/-- Planar elongation by the strain `t`: the component along `ePlus` is multiplied by `exp t`,
the component along `eMinus` by `exp (-t)`. -/
def stretch (t : ℝ) (x : Fin 2 → ℝ) : Fin 2 → ℝ :=
  (Real.exp t * (ePlus ⬝ᵥ x)) • ePlus + (Real.exp (-t) * (eMinus ⬝ᵥ x)) • eMinus

/-- The golden ratio is positive and solves `g² = g + 1`. -/
theorem gold_spec : 0 < gold ∧ gold ^ 2 = gold + 1 := by
  have h5 : √(5 : ℝ) ^ 2 = 5 := Real.sq_sqrt (by norm_num)
  constructor
  · unfold gold
    positivity
  · unfold gold
    linear_combination h5 / 4

/-- The inverse square of the golden ratio is `2 - g`. -/
theorem gold_sq_inv : (gold ^ 2)⁻¹ = 2 - gold := by
  apply inv_eq_of_mul_eq_one_right
  linear_combination (1 - gold) * gold_spec.2

/-- The square of the normalising factor is the inverse of `g + 2`. -/
theorem frameScale_sq : frameScale ^ 2 * (gold + 2) = 1 := by
  have hg := gold_spec.1
  have hne : gold + 2 ≠ 0 := by positivity
  unfold frameScale
  rw [div_pow, Real.sq_sqrt (by positivity), gold_spec.2,
    show 1 + (gold + 1) = gold + 2 by ring, one_pow, one_div, inv_mul_cancel₀ hne]

/-- The two axes are orthonormal, and they are eigenvectors of the integer matrix with
eigenvalues `g²` and `g⁻²`, where `g` is the golden ratio. -/
theorem eigenframe :
    ePlus ⬝ᵥ ePlus = 1 ∧ eMinus ⬝ᵥ eMinus = 1 ∧ ePlus ⬝ᵥ eMinus = 0 ∧
      cellMap *ᵥ ePlus = gold ^ 2 • ePlus ∧ cellMap *ᵥ eMinus = (gold ^ 2)⁻¹ • eMinus := by
  have hg := gold_spec.2
  have hc := frameScale_sq
  refine ⟨?_, ?_, ?_, ?_, ?_⟩
  · simp only [ePlus, dotProduct, Fin.sum_univ_two, Matrix.cons_val_zero, Matrix.cons_val_one]
    linear_combination hc + frameScale ^ 2 * hg
  · simp only [eMinus, dotProduct, Fin.sum_univ_two, Matrix.cons_val_zero, Matrix.cons_val_one]
    linear_combination hc + frameScale ^ 2 * hg
  · simp only [ePlus, eMinus, dotProduct, Fin.sum_univ_two, Matrix.cons_val_zero,
      Matrix.cons_val_one]
    ring
  · ext i
    fin_cases i
    · simp [cellMap, ePlus, Matrix.mulVec, dotProduct, Fin.sum_univ_two]
      linear_combination (-frameScale * (gold + 1)) * hg
    · simp [cellMap, ePlus, Matrix.mulVec, dotProduct, Fin.sum_univ_two]
      linear_combination (-frameScale) * hg
  · rw [gold_sq_inv]
    ext i
    fin_cases i
    · simp [cellMap, eMinus, Matrix.mulVec, dotProduct, Fin.sum_univ_two]
      ring
    · simp [cellMap, eMinus, Matrix.mulVec, dotProduct, Fin.sum_univ_two]
      linear_combination frameScale * hg

/-- The squared length of a stretched vector is the sum of the squares of its two scaled
components. -/
theorem stretch_sq_length (t : ℝ) (x : Fin 2 → ℝ) :
    stretch t x ⬝ᵥ stretch t x =
      (Real.exp t * (ePlus ⬝ᵥ x)) ^ 2 + (Real.exp (-t) * (eMinus ⬝ᵥ x)) ^ 2 := by
  obtain ⟨h1, h2, h3, -, -⟩ := eigenframe
  have h4 : eMinus ⬝ᵥ ePlus = 0 := by rw [dotProduct_comm]; exact h3
  simp only [stretch, add_dotProduct, dotProduct_add, smul_dotProduct, dotProduct_smul,
    smul_eq_mul, h1, h2, h3, h4]
  ring

/-- The lattice vector (1,0) has squared length exactly `2/√5` at the strain `-(log g)/2`,
where `g` is the golden ratio. -/
theorem bound_attained :
    stretch (-(Real.log gold / 2)) ![1, 0] ⬝ᵥ stretch (-(Real.log gold / 2)) ![1, 0] =
      2 / √5 := by
  have hg := gold_spec.1
  have h5 : √(5 : ℝ) = 2 * gold - 1 := by unfold gold; ring
  have hs : √(5 : ℝ) ≠ 0 := by positivity
  have e2 : Real.exp (Real.log gold / 2) ^ 2 = gold := by
    rw [sq, ← Real.exp_add, add_halves, Real.exp_log hg]
  have e1 : Real.exp (-(Real.log gold / 2)) ^ 2 = gold⁻¹ := by
    rw [Real.exp_neg, inv_pow, e2]
  have hp : ePlus ⬝ᵥ ![1, 0] = frameScale * gold := by
    simp [ePlus, dotProduct, Fin.sum_univ_two]
  have hq : eMinus ⬝ᵥ ![1, 0] = -frameScale := by
    simp [eMinus, dotProduct, Fin.sum_univ_two]
  have hi : gold⁻¹ * gold = 1 := inv_mul_cancel₀ hg.ne'
  have ha : gold⁻¹ * (frameScale * gold) ^ 2 = frameScale ^ 2 * gold := by
    linear_combination frameScale ^ 2 * gold * hi
  rw [stretch_sq_length, neg_neg, hp, hq, mul_pow, mul_pow, e1, e2, ha, eq_div_iff hs, h5]
  linear_combination 2 * frameScale_sq + 4 * frameScale ^ 2 * gold_spec.2

end

end KraynikReineltCell
```

The compiler's answer:

```
Main.lean:110:64: error: Tactic `rewrite` failed: Did not find an occurrence of the pattern
  Real.exp (Real.log gold / 2) ^ 2
in the target expression
  gold⁻¹ * (frameScale ^ 2 * gold ^ 2) + (Real.exp (Real.log gold / 2) * -frameScale) ^ 2 = 2 / √5

hg : 0 < gold
h5 : √5 = 2 * gold - 1
hs : √5 ≠ 0
e2 : Real.exp (Real.log gold / 2) ^ 2 = gold
e1 : Real.exp (-(Real.log gold / 2)) ^ 2 = gold⁻¹
hp : ePlus ⬝ᵥ ![1, 0] = frameScale * gold
hq : eMinus ⬝ᵥ ![1, 0] = -frameScale
hi : gold⁻¹ * gold = 1
ha : gold⁻¹ * (frameScale * gold) ^ 2 = frameScale ^ 2 * gold
⊢ gold⁻¹ * (frameScale ^ 2 * gold ^ 2) + (Real.exp (Real.log gold / 2) * -frameScale) ^ 2 = 2 / √5
```

Cause. The error says that `rw [e2]` found no `Real.exp (Real.log gold / 2) ^ 2` in the goal. Each of the two squared components is a product containing an exponential, and the two uses of `mul_pow` were meant to split one square each. The first did split the square containing `Real.exp (-(Real.log gold / 2))`, but this left the factor `(frameScale * gold) ^ 2`, which is again a power of a product. The second `mul_pow` split that factor into `frameScale ^ 2 * gold ^ 2` and never reached the other component, so the exponential there was still inside `(Real.exp (Real.log gold / 2) * -frameScale) ^ 2`.

The repair gives each `mul_pow` its first factor explicitly, so that each can only split the square of a product beginning with that exponential. Now `e2` finds its pattern. The factor `(frameScale * gold) ^ 2` also stays whole, as the later rewrite with `ha` needs.

The mended proof, as a diff:

```diff
@@ -108,5 +108,6 @@
   have ha : gold⁻¹ * (frameScale * gold) ^ 2 = frameScale ^ 2 * gold := by
     linear_combination frameScale ^ 2 * gold * hi
-  rw [stretch_sq_length, neg_neg, hp, hq, mul_pow, mul_pow, e1, e2, ha, eq_div_iff hs, h5]
+  rw [stretch_sq_length, neg_neg, hp, hq, mul_pow (Real.exp (-(Real.log gold / 2))),
+    mul_pow (Real.exp (Real.log gold / 2)), e1, e2, ha, eq_div_iff hs, h5]
   linear_combination 2 * frameScale_sq + 4 * frameScale ^ 2 * gold_spec.2
 
```
